# A nondegenerate level of a Hamiltonian that commutes with the total spin is a singlet

Take a small cluster of magnetic ions coupled by Heisenberg exchange, with no applied field and no anisotropy. Its Hamiltonian is unchanged when all spins are rotated together. Suppose that its ground state is nondegenerate. What is the total spin of that state, and can it carry a magnetic moment along some axis?

The symmetry settles both questions. Let $S_x, S_y, S_z$ be the components of the total spin in units of $\hbar$, acting on a finite-dimensional state space, with

$$[S_x,S_y]=iS_z,\qquad [S_y,S_z]=iS_x,\qquad [S_z,S_x]=iS_y .$$

Let the Hamiltonian $H$ commute with $S_x$ and $S_y$. If the eigenspace of $H$ at energy $E$ is spanned by a single vector $v$, then

$$S_xv=S_yv=S_zv=0 .$$

The state is a singlet: its total spin is zero, and a magnetic moment proportional to the total spin vanishes along every axis. The energy $E$ need not be the lowest one, so the ground state is one case among others.

## Three steps from symmetry to zero spin

**The third component is also conserved.** The first commutation relation gives $S_z=-i(S_xS_y-S_yS_x)$. Since $H$ commutes with $S_x$ and $S_y$, it commutes with their products, and so with $S_z$.

**The state is an eigenvector of each component.** Let $A$ be any operator that commutes with $H$. Then

$$H(Av)=A(Hv)=E\,(Av),$$

so $Av$ satisfies the eigenvalue equation at the same energy. The eigenspace contains only multiples of $v$, hence $Av=av$ for some number $a$. Applied to the three components, this gives $S_xv=av$, $S_yv=bv$ and $S_zv=cv$.

**The eigenvalues vanish.** Apply the first commutation relation to $v$:

$$iS_zv=S_x(S_yv)-S_y(S_xv)=(ba-ab)\,v=0 .$$

The other two relations give $S_xv=0$ and $S_yv=0$ in the same way.

The contrapositive is a statement about degeneracy. Let $S^2=S_x^2+S_y^2+S_z^2$, and let $v\neq0$ be an energy eigenstate with $S^2v=qv$ and $q\neq0$. If its level were nondegenerate, the three components would annihilate $v$, and $qv=S^2v=0$ would contradict $q\ne0$. So there is another state at the same energy that is not a multiple of $v$.

For mixed states a trace replaces the eigenvector. Let $\rho$ commute with $S_x$ and $S_y$, and therefore with $S_z$. If $A$ and $B$ are two spin components, then $\rho A=A\rho$ and cyclicity of the trace give

$$\mathrm{tr}(\rho AB)-\mathrm{tr}(\rho BA)=\mathrm{tr}(A\rho B)-\mathrm{tr}(\rho BA)=0 .$$

Each spin component is $-i$ times such a commutator, so $\mathrm{tr}(\rho S_x)=\mathrm{tr}(\rho S_y)=\mathrm{tr}(\rho S_z)=0$.

## The Heisenberg dimer in numbers

For two spins 1/2 with $H=\mathbf s_1\cdot\mathbf s_2$ and unit exchange constant,

$$H|{\uparrow\downarrow}\rangle=-\tfrac14|{\uparrow\downarrow}\rangle+\tfrac12|{\downarrow\uparrow}\rangle,\qquad
H|{\downarrow\uparrow}\rangle=\tfrac12|{\uparrow\downarrow}\rangle-\tfrac14|{\downarrow\uparrow}\rangle .$$

Subtracting shows that $(|{\uparrow\downarrow}\rangle-|{\downarrow\uparrow}\rangle)/\sqrt2$ has energy $-\tfrac14-\tfrac12=-\tfrac34$. The sum of the two states has energy $+\tfrac14$, as do $|{\uparrow\uparrow}\rangle$ and $|{\downarrow\downarrow}\rangle$, so the level at $-\tfrac34$ is nondegenerate.

Its spin can be checked directly. Both $S_x|{\uparrow\downarrow}\rangle$ and $S_x|{\downarrow\uparrow}\rangle$ equal $\tfrac12(|{\uparrow\uparrow}\rangle+|{\downarrow\downarrow}\rangle)$, so they cancel in the difference. For $S_y$ both equal $\tfrac i2(|{\downarrow\downarrow}\rangle-|{\uparrow\uparrow}\rangle)$ and cancel again, and $S_z$ gives zero on each term.

The state $|{\uparrow\uparrow}\rangle$ has $S^2=2$ and two independent partners at energy $\tfrac14$. It has $S_z=1$, yet the equal mixture of the three triplet states has mean $S_z$ equal to $(1+0-1)/3=0$.

## Spin components and levels as matrices

Operators are complex matrices indexed by a finite type `n`, and states are functions `n → ℂ`.

In Lean 4 with Mathlib:

```lean
import Mathlib

open Matrix

namespace NondegenerateSinglet

noncomputable section

variable {n : Type*} [Fintype n]
```

The structure `IsSpin` collects the three commutation relations. It does not ask the matrices to be Hermitian, nor does it fix the size of the spins or how many there are.

```lean
/-- The angular-momentum commutation relations, in units of ħ. -/
structure IsSpin (Sx Sy Sz : Matrix n n ℂ) : Prop where
  xy : Sx * Sy - Sy * Sx = Complex.I • Sz
  yz : Sy * Sz - Sz * Sy = Complex.I • Sx
  zx : Sz * Sx - Sx * Sz = Complex.I • Sy
```

Nondegeneracy has three parts: `v` is nonzero, it satisfies $Hv=Ev$, and every solution `w` of the same equation is a multiple of `v`. The product `*ᵥ` is a matrix acting on a vector, and `•` is multiplication by a scalar. The energy is a complex number because $H$ is not assumed Hermitian; physical Hamiltonians are included.

```lean
/-- The state `v` spans the eigenspace of `H` at energy `E`. -/
structure IsNondegenerate (H : Matrix n n ℂ) (E : ℂ) (v : n → ℂ) : Prop where
  ne_zero : v ≠ 0
  eigen : H *ᵥ v = E • v
  unique : ∀ w : n → ℂ, H *ᵥ w = E • w → ∃ c : ℂ, w = c • v
```

The squared total spin is needed for the statement about degenerate levels.

```lean
/-- The squared total spin `Sx² + Sy² + Sz²`. -/
def totalSpinSq (Sx Sy Sz : Matrix n n ℂ) : Matrix n n ℂ :=
  Sx * Sx + Sy * Sy + Sz * Sz
```

## The singlet theorem

The hypothesis `Commute H Sx` says $HS_x=S_xH$. Together with `Commute H Sy` it expresses that $H$ is unchanged when the spins alone are rotated together. A magnetic field, single-ion anisotropy or spin–orbit coupling generally breaks this symmetry. The first lemma is the first step above: `hz` solves the commutation relation for $S_z$, and `hc` says that $H$ commutes with the commutator.

```lean
/-- An operator that commutes with two spin components commutes with the third. -/
theorem commute_third {H Sx Sy Sz : Matrix n n ℂ} (hS : IsSpin Sx Sy Sz)
    (hx : Commute H Sx) (hy : Commute H Sy) : Commute H Sz := by
  have hc : Commute H (Sx * Sy - Sy * Sx) :=
    (Commute.mul_right hx hy).sub_right (Commute.mul_right hy hx)
  -- Sz is a multiple of the commutator of Sx and Sy
  have hz : Sz = (-Complex.I) • (Sx * Sy - Sy * Sx) := by
    rw [hS.xy, smul_smul]
    simp
  rw [hz]
  exact hc.smul_right _
```

The second lemma is the second step. Applying `hv.unique` reduces the goal to $H(Av)=E(Av)$, and the rewriting moves $H$ past $A$.

```lean
/-- A state spanning a nondegenerate level is an eigenvector of every operator
that commutes with the Hamiltonian. -/
theorem symmetry_eigenvector {H A : Matrix n n ℂ} {E : ℂ} {v : n → ℂ}
    (hv : IsNondegenerate H E v) (hA : Commute H A) : ∃ a : ℂ, A *ᵥ v = a • v := by
  apply hv.unique
  rw [Matrix.mulVec_mulVec, hA.eq, ← Matrix.mulVec_mulVec, hv.eigen, Matrix.mulVec_smul]
```

The third lemma is the calculation with $ab-ba$, written for general $A$, $B$ and $C$. It first shows $iCv=0$ and then removes the factor $i$, which is nonzero.

```lean
/-- If `[A, B] = i C`, then `C` annihilates every common eigenvector of `A` and `B`. -/
theorem commutator_annihilates {A B C : Matrix n n ℂ} {a b : ℂ} {v : n → ℂ}
    (h : A * B - B * A = Complex.I • C) (ha : A *ᵥ v = a • v) (hb : B *ᵥ v = b • v) :
    C *ᵥ v = 0 := by
  have h1 : (Complex.I • C) *ᵥ v = 0 := by
    rw [← h, Matrix.sub_mulVec, ← Matrix.mulVec_mulVec, ← Matrix.mulVec_mulVec, hb, ha,
      Matrix.mulVec_smul, Matrix.mulVec_smul, ha, hb, smul_comm b a v, sub_self]
  rw [Matrix.smul_mulVec] at h1
  exact (smul_eq_zero.mp h1).resolve_left Complex.I_ne_zero
```

The main theorem combines them. It obtains the eigenvalues $a$, $b$ and $c$, and then uses each commutation relation to annihilate the component on its right-hand side.

```lean
/-- If the Hamiltonian commutes with `Sx` and `Sy`, a state spanning a nondegenerate
level is annihilated by all three components of the spin. -/
theorem nondegenerate_is_singlet {H Sx Sy Sz : Matrix n n ℂ} {E : ℂ} {v : n → ℂ}
    (hS : IsSpin Sx Sy Sz) (hx : Commute H Sx) (hy : Commute H Sy)
    (hv : IsNondegenerate H E v) :
    Sx *ᵥ v = 0 ∧ Sy *ᵥ v = 0 ∧ Sz *ᵥ v = 0 := by
  -- v is a simultaneous eigenvector of the three components
  obtain ⟨a, ha⟩ := symmetry_eigenvector hv hx
  obtain ⟨b, hb⟩ := symmetry_eigenvector hv hy
  obtain ⟨c, hc⟩ := symmetry_eigenvector hv (commute_third hS hx hy)
  exact ⟨commutator_annihilates hS.yz hb hc, commutator_annihilates hS.zx hc ha,
    commutator_annihilates hS.xy ha hb⟩
```

In the exact diagonalisation of a finite spin cluster with this symmetry, an energy with a one-dimensional eigenspace in the full state space therefore belongs to a singlet. A count within one $S_z$ sector is not enough, since a triplet also appears only once there. The theorem does not say which Hamiltonians have a nondegenerate ground state; that is an assumption about the level.

## Degenerate levels and mixed states

The next theorem assumes an energy eigenstate with a nonzero eigenvalue `q` of $S^2$ and produces the partner `w`. The proof is by contradiction: without a partner, `v` would satisfy `IsNondegenerate`, and the main theorem would force $qv=0$. The theorem gives at least one partner and does not count the multiplet.

```lean
/-- An energy eigenstate with a nonzero eigenvalue `q` of the squared total spin has a
partner at the same energy that is not a multiple of it. -/
theorem spinful_level_degenerate {H Sx Sy Sz : Matrix n n ℂ} {E q : ℂ} {v : n → ℂ}
    (hS : IsSpin Sx Sy Sz) (hx : Commute H Sx) (hy : Commute H Sy)
    (hv0 : v ≠ 0) (hv : H *ᵥ v = E • v)
    (hq : totalSpinSq Sx Sy Sz *ᵥ v = q • v) (hq0 : q ≠ 0) :
    ∃ w : n → ℂ, H *ᵥ w = E • w ∧ ∀ c : ℂ, w ≠ c • v := by
  by_contra hcon
  have hnd : IsNondegenerate H E v := ⟨hv0, hv, fun w hw => by
    by_contra hc
    exact hcon ⟨w, hw, fun c h => hc ⟨c, h⟩⟩⟩
  -- without a partner, v would be a singlet
  obtain ⟨X, Y, Z⟩ := nondegenerate_is_singlet hS hx hy hnd
  have h0 : totalSpinSq Sx Sy Sz *ᵥ v = 0 := by
    simp only [totalSpinSq, Matrix.add_mulVec, ← Matrix.mulVec_mulVec, X, Y, Z,
      Matrix.mulVec_zero, add_zero]
  rw [hq] at h0
  exact (smul_eq_zero.mp h0).elim hq0 hv0
```

For the trace theorem, `ρ` is any matrix that commutes with $S_x$ and $S_y$. If it is a density matrix, the three traces are the mean spin components. Positivity and unit trace play no part in the proof. The intermediate statement `key` is the cyclicity argument, used once for each component.

```lean
/-- For any matrix `ρ` commuting with `Sx` and `Sy`, such as a rotation-invariant density
matrix, the traces of `ρ` with all three spin components vanish. -/
theorem invariant_state_unmagnetized {ρ Sx Sy Sz : Matrix n n ℂ}
    (hS : IsSpin Sx Sy Sz) (hx : Commute ρ Sx) (hy : Commute ρ Sy) :
    (ρ * Sx).trace = 0 ∧ (ρ * Sy).trace = 0 ∧ (ρ * Sz).trace = 0 := by
  -- the trace of ρ [A, B] vanishes by cyclicity when ρ commutes with A
  have key : ∀ A B C : Matrix n n ℂ, Commute ρ A → A * B - B * A = Complex.I • C →
      (ρ * C).trace = 0 := by
    intro A B C hA h
    have h1 : (ρ * (A * B - B * A)).trace = 0 := by
      rw [mul_sub, Matrix.trace_sub, ← mul_assoc, hA.eq, mul_assoc,
        Matrix.trace_mul_comm A (ρ * B), mul_assoc, sub_self]
    rw [h, mul_smul_comm, Matrix.trace_smul] at h1
    exact (smul_eq_zero.mp h1).resolve_left Complex.I_ne_zero
  exact ⟨key _ _ _ hy hS.yz, key _ _ _ (commute_third hS hx hy) hS.zx, key _ _ _ hx hS.xy⟩
```

## The dimer as a concrete case

The matrices below use the basis $\uparrow\uparrow,\uparrow\downarrow,\downarrow\uparrow,\downarrow\downarrow$. The three spin matrices are sums over the two sites.

```lean
/-- Total `Sx` of two spins 1/2, in the basis ↑↑, ↑↓, ↓↑, ↓↓. -/
def dimerSx : Matrix (Fin 4) (Fin 4) ℂ :=
  !![0, 1/2, 1/2, 0; 1/2, 0, 0, 1/2; 1/2, 0, 0, 1/2; 0, 1/2, 1/2, 0]

/-- Total `Sy` of two spins 1/2. -/
def dimerSy : Matrix (Fin 4) (Fin 4) ℂ :=
  !![0, -Complex.I/2, -Complex.I/2, 0; Complex.I/2, 0, 0, -Complex.I/2;
     Complex.I/2, 0, 0, -Complex.I/2; 0, Complex.I/2, Complex.I/2, 0]

/-- Total `Sz` of two spins 1/2. -/
def dimerSz : Matrix (Fin 4) (Fin 4) ℂ :=
  !![1, 0, 0, 0; 0, 0, 0, 0; 0, 0, 0, 0; 0, 0, 0, -1]
```

The Hamiltonian is $\mathbf s_1\cdot\mathbf s_2$, with a positive sign that favours antiparallel spins.

```lean
/-- The Heisenberg coupling `s₁ · s₂` of two spins 1/2, with unit exchange constant. -/
def heisenbergDimer : Matrix (Fin 4) (Fin 4) ℂ :=
  !![1/4, 0, 0, 0; 0, -1/4, 1/2, 0; 0, 1/2, -1/4, 0; 0, 0, 0, 1/4]
```

The following theorem confirms that the dimer meets every hypothesis of the singlet theorem. The vector `![0, 1, -1, 0]` is the singlet without its factor $1/\sqrt2$.

The proof first writes out how each matrix acts on a general vector $w=(w_0,w_1,w_2,w_3)$. The commutators are then compared component by component. For nondegeneracy, the eigenvalue equation at $-\tfrac34$ gives $w_0=0$, $w_3=0$ and $w_2=-w_1$, so $w$ is $w_1$ times the singlet vector.

```lean
set_option maxHeartbeats 400000 in
/-- The total spin of two spins 1/2 obeys the commutation relations, the Heisenberg dimer
commutes with `Sx` and `Sy`, and ↑↓ - ↓↑ spans its level at energy -3/4. -/
theorem nondegenerate_is_singlet_witness :
    IsSpin dimerSx dimerSy dimerSz ∧ Commute heisenbergDimer dimerSx ∧
      Commute heisenbergDimer dimerSy ∧
      IsNondegenerate heisenbergDimer (-3/4) ![0, 1, -1, 0] := by
  have hH : ∀ w : Fin 4 → ℂ, heisenbergDimer *ᵥ w =
      ![w 0 / 4, -w 1 / 4 + w 2 / 2, w 1 / 2 - w 2 / 4, w 3 / 4] := by
    intro w
    ext i
    fin_cases i <;>
      simp [heisenbergDimer, Matrix.mulVec, dotProduct, Fin.sum_univ_four] <;> ring
  have hX : ∀ w : Fin 4 → ℂ, dimerSx *ᵥ w =
      ![(w 1 + w 2) / 2, (w 0 + w 3) / 2, (w 0 + w 3) / 2, (w 1 + w 2) / 2] := by
    intro w
    ext i
    fin_cases i <;> simp [dimerSx, Matrix.mulVec, dotProduct, Fin.sum_univ_four] <;> ring
  have hY : ∀ w : Fin 4 → ℂ, dimerSy *ᵥ w =
      ![-Complex.I * (w 1 + w 2) / 2, Complex.I * (w 0 - w 3) / 2,
        Complex.I * (w 0 - w 3) / 2, Complex.I * (w 1 + w 2) / 2] := by
    intro w
    ext i
    fin_cases i <;> simp [dimerSy, Matrix.mulVec, dotProduct, Fin.sum_univ_four] <;> ring
  have hZ : ∀ w : Fin 4 → ℂ, dimerSz *ᵥ w = ![w 0, 0, 0, -w 3] := by
    intro w
    ext i
    fin_cases i <;> simp [dimerSz, Matrix.mulVec, dotProduct, Fin.sum_univ_four]
  -- matrices with the same action on every vector are equal
  have hext : ∀ A B : Matrix (Fin 4) (Fin 4) ℂ, (∀ w, A *ᵥ w = B *ᵥ w) → A = B :=
    fun A B h => Matrix.toLin'.injective
      (LinearMap.ext fun w => by simpa only [Matrix.toLin'_apply] using h w)
  refine ⟨⟨?_, ?_, ?_⟩, ?_, ?_, ⟨?_, ?_, ?_⟩⟩
  iterate 3
    · apply hext
      intro w
      simp only [Matrix.sub_mulVec, Matrix.smul_mulVec, ← Matrix.mulVec_mulVec, hX, hY, hZ]
      ext i
      fin_cases i <;> simp <;>
        first
        | ring1
        | (ring_nf; simp only [Complex.I_sq]; ring1)
  · show heisenbergDimer * dimerSx = dimerSx * heisenbergDimer
    apply hext
    intro w
    simp only [← Matrix.mulVec_mulVec, hX, hH]
    ext i
    fin_cases i <;> simp <;> ring1
  · show heisenbergDimer * dimerSy = dimerSy * heisenbergDimer
    apply hext
    intro w
    simp only [← Matrix.mulVec_mulVec, hY, hH]
    ext i
    fin_cases i <;> simp <;> ring1
  · intro h
    have h1 := congrFun h 1
    simp at h1
  · rw [hH]
    ext i
    fin_cases i <;> simp <;> norm_num
  · intro w hw
    rw [hH] at hw
    -- the eigenvalue equation, component by component
    have h0 : w 0 / 4 = (-3/4) * w 0 := congrFun hw 0
    have h1 : -w 1 / 4 + w 2 / 2 = (-3/4) * w 1 := congrFun hw 1
    have h3 : w 3 / 4 = (-3/4) * w 3 := congrFun hw 3
    have e0 : w 0 = 0 := by linear_combination h0
    have e2 : w 2 = -w 1 := by linear_combination 2 * h1
    have e3 : w 3 = 0 := by linear_combination h3
    refine ⟨w 1, ?_⟩
    ext i
    fin_cases i <;> simp [e0, e2, e3]
```

The last theorem supplies the data for the degeneracy result: $|{\uparrow\uparrow}\rangle$ has energy $\tfrac14$ and $S^2=2$, which is $S(S+1)$ for total spin $S=1$. Both equations are checked by matrix multiplication.

```lean
/-- In the Heisenberg dimer the state ↑↑ has energy 1/4 and squared total spin 2. -/
theorem spinful_level_degenerate_witness :
    heisenbergDimer *ᵥ ![1, 0, 0, 0] = (1/4 : ℂ) • ![1, 0, 0, 0] ∧
      totalSpinSq dimerSx dimerSy dimerSz *ᵥ ![1, 0, 0, 0] = (2 : ℂ) • ![1, 0, 0, 0] := by
  constructor
  · ext i
    fin_cases i <;> simp [heisenbergDimer, Matrix.mulVec, dotProduct, Fin.sum_univ_four]
  · ext i
    fin_cases i <;> apply Complex.ext <;>
      simp [totalSpinSq, dimerSx, dimerSy, dimerSz, Matrix.mulVec, dotProduct,
        Fin.sum_univ_four]
    norm_num

end

end NondegenerateSinglet
```

```lean
#print axioms NondegenerateSinglet.nondegenerate_is_singlet
-- 'NondegenerateSinglet.nondegenerate_is_singlet' depends on axioms: [propext, Classical.choice, Quot.sound]
#print axioms NondegenerateSinglet.spinful_level_degenerate
-- 'NondegenerateSinglet.spinful_level_degenerate' depends on axioms: [propext, Classical.choice, Quot.sound]
#print axioms NondegenerateSinglet.invariant_state_unmagnetized
-- 'NondegenerateSinglet.invariant_state_unmagnetized' depends on axioms: [propext, Classical.choice, Quot.sound]
```
